# Norms, orthogonality and the decaying Wronskian of the film vacuum functions

If the Wronskian $uv'-u'v$ of the vacuum function $u(z)=\sqrt{2k}\,e^{-kz}$ and its energy derivative $v$ (in Hartree units) is taken to be 2 at every height $z$, the coefficients that match $u$ and $v$ to a film wave function at a plane $z_0>0$ come out wrong by a factor $e^{-2kz_0}$. For every decay constant $k>0$ the Wronskian is $2e^{-2kz}$, which equals 2 only at the vacuum boundary $z=0$.

```lean
import Mathlib

open MeasureTheory Set

namespace FilmVacuumBasis

noncomputable section

/-- The decaying vacuum function `u(z) = √(2k) exp(-kz)`, for decay constant `k > 0`. -/
def vac (k z : ℝ) : ℝ := √(2 * k) * Real.exp (-(k * z))

/-- The function `v = -(1/k) du/dk`, for decay constant `k > 0`. -/
def vacDot (k z : ℝ) : ℝ := -(1 / k) * deriv (fun q => vac q z) k

/-- The Wronskian `f g' - f' g` of two functions of the height `z`. -/
def wronskian (f g : ℝ → ℝ) (z : ℝ) : ℝ := f z * deriv g z - deriv f z * g z

/-- For `k > 0`, the derivative of the vacuum function with respect to its decay constant
is `(1/(2k) - z) u`. -/
theorem hasDerivAt_decay {k : ℝ} (hk : 0 < k) (z : ℝ) :
    HasDerivAt (fun q => vac q z) ((1 / (2 * k) - z) * vac k z) k := by
  unfold vac
  have h1 : HasDerivAt (fun q : ℝ => 2 * q) 2 k :=
    ((hasDerivAt_id' k).const_mul 2).congr_deriv (by ring)
  have h2 : HasDerivAt (fun q : ℝ => Real.exp (-(q * z))) (Real.exp (-(k * z)) * (-z)) k :=
    ((hasDerivAt_id' k).mul_const z).fun_neg.exp.congr_deriv (by ring)
  have hs : √(2 * k) ^ 2 = 2 * k := Real.sq_sqrt (by positivity)
  have e : 2 / (2 * √(2 * k)) = √(2 * k) / (2 * k) := by
    rw [div_eq_div_iff (by positivity) (by positivity)]
    linear_combination (-2) * hs
  refine ((h1.sqrt (by positivity)).fun_mul h2).congr_deriv ?_
  rw [e]
  ring

/-- For `k > 0`, the function `v` is `u` times the linear polynomial `z/k - 1/(2k²)`. -/
theorem vacDot_eq {k : ℝ} (hk : 0 < k) (z : ℝ) :
    vacDot k z = (z / k - 1 / (2 * k ^ 2)) * vac k z := by
  rw [vacDot, (hasDerivAt_decay hk z).deriv]
  ring

/-- For `k > 0`, `v` is the derivative of the vacuum function with respect to the energy `E`,
taken at `E = -k²/2`, where the decay constant at energy `E` is `√(-2E)`. -/
theorem hasDerivAt_energy {k : ℝ} (hk : 0 < k) (z : ℝ) :
    HasDerivAt (fun E => vac (√(-2 * E)) z) (vacDot k z) (-k ^ 2 / 2) := by
  have hs : √(-2 * (-k ^ 2 / 2)) = k := by
    rw [show -2 * (-k ^ 2 / 2) = k ^ 2 by ring, Real.sqrt_sq hk.le]
  have hne : -2 * (-k ^ 2 / 2) ≠ 0 := by
    have : 0 < k ^ 2 := by positivity
    intro h
    linarith
  have h1 : HasDerivAt (fun E : ℝ => -2 * E) (-2) (-k ^ 2 / 2) :=
    ((hasDerivAt_id' _).const_mul (-2)).congr_deriv (by ring)
  have h2 := h1.sqrt hne
  simp only [hs] at h2
  -- chain rule through the decay constant
  refine (HasDerivAt.comp_of_eq _ (hasDerivAt_decay hk z) h2 (by simp only [hs])).congr_deriv ?_
  rw [vacDot, (hasDerivAt_decay hk z).deriv]
  ring

/-- For `k > 0`, the slopes along the surface normal are `u' = -k u` and `v' = u/k - k v`. -/
theorem hasDerivAt_height {k : ℝ} (hk : 0 < k) (z : ℝ) :
    HasDerivAt (vac k) (-k * vac k z) z ∧
      HasDerivAt (vacDot k) (vac k z / k - k * vacDot k z) z := by
  have hu : HasDerivAt (vac k) (-k * vac k z) z := by
    have h : HasDerivAt (fun y : ℝ => √(2 * k) * Real.exp (-(k * y)))
        (-k * (√(2 * k) * Real.exp (-(k * z)))) z :=
      (((hasDerivAt_id' z).const_mul k).fun_neg.exp.const_mul (√(2 * k))).congr_deriv (by ring)
    exact h
  have hv : HasDerivAt (fun y => (y / k - 1 / (2 * k ^ 2)) * vac k y)
      (vac k z / k - k * vacDot k z) z :=
    ((((hasDerivAt_id' z).div_const k).sub_const (1 / (2 * k ^ 2))).fun_mul hu).congr_deriv
      (by rw [vacDot_eq hk]; ring)
  exact ⟨hu, hv.congr_of_eventuallyEq (Filter.Eventually.of_forall (vacDot_eq hk))⟩

/-- For `k > 0`, `u` solves the Schrödinger equation of the flat vacuum at energy `-k²/2`,
and `v` solves the same equation with `u` as source. -/
theorem schrodinger {k : ℝ} (hk : 0 < k) (z : ℝ) :
    -(1 / 2) * deriv (deriv (vac k)) z + k ^ 2 / 2 * vac k z = 0 ∧
      -(1 / 2) * deriv (deriv (vacDot k)) z + k ^ 2 / 2 * vacDot k z = vac k z := by
  have d1 : deriv (vac k) = fun y => -k * vac k y :=
    funext fun y => (hasDerivAt_height hk y).1.deriv
  have d2 : deriv (vacDot k) = fun y => vac k y / k - k * vacDot k y :=
    funext fun y => (hasDerivAt_height hk y).2.deriv
  obtain ⟨hu, hv⟩ := hasDerivAt_height hk z
  constructor
  · rw [d1, (hu.const_mul (-k)).deriv]
    ring
  · rw [d2, ((hu.div_const k).fun_sub (hv.const_mul k)).deriv]
    linear_combination vac k z * mul_inv_cancel₀ hk.ne'

/-- For `k > 0`, the density of the vacuum function is `u² = 2k exp(-2kz)`. -/
theorem vac_sq {k : ℝ} (hk : 0 < k) (z : ℝ) :
    vac k z ^ 2 = 2 * k * Real.exp (-(2 * k * z)) := by
  have h : Real.exp (-(2 * k * z)) = Real.exp (-(k * z)) * Real.exp (-(k * z)) := by
    rw [← Real.exp_add]
    congr 1
    ring
  rw [vac, mul_pow, Real.sq_sqrt (by positivity), h]
  ring

/-- For `k > 0`, the Wronskian of `u` and `v` is `2 exp(-2kz)`; it equals 2 only at `z = 0`. -/
theorem wronskian_vac {k : ℝ} (hk : 0 < k) (z : ℝ) :
    wronskian (vac k) (vacDot k) z = 2 * Real.exp (-(2 * k * z)) ∧
      (wronskian (vac k) (vacDot k) z = 2 ↔ z = 0) := by
  have h : wronskian (vac k) (vacDot k) z = 2 * Real.exp (-(2 * k * z)) := by
    obtain ⟨hu, hv⟩ := hasDerivAt_height hk z
    rw [wronskian, hu.deriv, hv.deriv]
    linear_combination (1 / k) * vac_sq hk z +
      2 * Real.exp (-(2 * k * z)) * mul_inv_cancel₀ hk.ne'
  refine ⟨h, ?_⟩
  rw [h]
  constructor
  · intro e
    have e1 : Real.exp (-(2 * k * z)) = 1 := by linarith
    rw [Real.exp_eq_one_iff] at e1
    have e2 : k * z = 0 := by linarith
    exact (mul_eq_zero.mp e2).resolve_left hk.ne'
  · rintro rfl
    simp

/-- For `k > 0`, the product of `A u + B v` and `C u + D v` is integrable over the vacuum
half-line, and their overlap is `A C + B D / (4k⁴)`. -/
theorem overlap {k : ℝ} (hk : 0 < k) (A B C D : ℝ) :
    IntegrableOn (fun z => (A * vac k z + B * vacDot k z) * (C * vac k z + D * vacDot k z))
      (Ioi 0) ∧
    ∫ z in Ioi 0, (A * vac k z + B * vacDot k z) * (C * vac k z + D * vacDot k z)
      = A * C + B * D / (4 * k ^ 4) := by
  have hr : 0 < 2 * k := by positivity
  -- moments of the exponential density
  have m : ∀ n : ℕ, ∫ t in Ioi (0 : ℝ), t ^ n * Real.exp (-(2 * k * t))
      = (n.factorial : ℝ) / (2 * k) ^ (n + 1) := by
    intro n
    have h := Real.integral_rpow_mul_exp_neg_mul_Ioi (a := (n : ℝ) + 1) (by positivity) hr
    have e : (n : ℝ) + 1 = ((n + 1 : ℕ) : ℝ) := by simp
    rw [Real.Gamma_nat_eq_factorial] at h
    simp only [add_sub_cancel_right, Real.rpow_natCast] at h
    rw [h, e, Real.rpow_natCast, one_div, inv_pow, div_eq_mul_inv, mul_comm]
  have i : ∀ (n : ℕ) (c : ℝ), Integrable (fun t : ℝ => c * (t ^ n * Real.exp (-(2 * k * t))))
      (volume.restrict (Ioi 0)) := by
    intro n c
    refine Integrable.const_mul ?_ c
    by_contra hn
    have h0 := m n
    rw [integral_undef hn] at h0
    have : 0 < (n.factorial : ℝ) / (2 * k) ^ (n + 1) := by positivity
    linarith
  -- the product is a quadratic polynomial times that density
  obtain ⟨p, hp⟩ : ∃ p, p = A - B / (2 * k ^ 2) := ⟨_, rfl⟩
  obtain ⟨q, hq⟩ : ∃ q, q = C - D / (2 * k ^ 2) := ⟨_, rfl⟩
  have e : (fun z => (A * vac k z + B * vacDot k z) * (C * vac k z + D * vacDot k z)) =
      fun t => 2 * k * (p * q) * (t ^ 0 * Real.exp (-(2 * k * t))) +
        2 * k * (p * (D / k) + B / k * q) * (t ^ 1 * Real.exp (-(2 * k * t))) +
        2 * k * (B / k * (D / k)) * (t ^ 2 * Real.exp (-(2 * k * t))) := by
    funext t
    rw [vacDot_eq hk, hp, hq]
    linear_combination (A + B * (t / k - 1 / (2 * k ^ 2))) *
      (C + D * (t / k - 1 / (2 * k ^ 2))) * vac_sq hk t
  have i01 : Integrable (fun t : ℝ => 2 * k * (p * q) * (t ^ 0 * Real.exp (-(2 * k * t))) +
      2 * k * (p * (D / k) + B / k * q) * (t ^ 1 * Real.exp (-(2 * k * t))))
      (volume.restrict (Ioi 0)) := (i 0 _).add (i 1 _)
  rw [e]
  refine ⟨i01.add (i 2 _), ?_⟩
  rw [integral_add i01 (i 2 _), integral_add (i 0 _) (i 1 _), integral_const_mul,
    integral_const_mul, integral_const_mul, m, m, m, Nat.factorial_zero, Nat.factorial_one,
    Nat.factorial_two, hp, hq]
  push_cast
  field_simp
  ring

/-- For `k > 0`, on the vacuum half-line `u` is normalised, `v` is orthogonal to `u` and has
squared norm `1/(4k⁴)`; the Wronskian at height `z` is `2 exp(-2kz)`. -/
theorem vacuum_basis {k : ℝ} (hk : 0 < k) :
    (∫ z in Ioi 0, vac k z ^ 2 = 1) ∧
    (IntegrableOn (fun z => vac k z * vacDot k z) (Ioi 0) ∧
      ∫ z in Ioi 0, vac k z * vacDot k z = 0) ∧
    (∫ z in Ioi 0, vacDot k z ^ 2 = 1 / (4 * k ^ 4)) ∧
    ∀ z, wronskian (vac k) (vacDot k) z = 2 * Real.exp (-(2 * k * z)) := by
  refine ⟨?_, ⟨?_, ?_⟩, ?_, fun z => (wronskian_vac hk z).1⟩
  · simpa [pow_two] using (overlap hk 1 0 1 0).2
  · simpa using (overlap hk 1 0 0 1).1
  · simpa using (overlap hk 1 0 0 1).2
  · simpa [pow_two] using (overlap hk 0 1 0 1).2

/-- For `k > 0`, `A u + B v` has value `a` and slope `b` at the vacuum boundary `z = 0`
exactly when `A = (a v' - b v)/2` and `B = (b u - a u')/2`, all taken at `z = 0`. -/
theorem boundary_matching {k : ℝ} (hk : 0 < k) (a b A B : ℝ) :
    (A * vac k 0 + B * vacDot k 0 = a ∧
      A * deriv (vac k) 0 + B * deriv (vacDot k) 0 = b) ↔
    (A = (a * deriv (vacDot k) 0 - b * vacDot k 0) / 2 ∧
      B = (b * vac k 0 - a * deriv (vac k) 0) / 2) := by
  have hw := (wronskian_vac hk 0).2.mpr rfl
  rw [wronskian] at hw
  constructor
  · -- Cramer's rule with determinant 2
    rintro ⟨h1, h2⟩
    constructor
    · linear_combination deriv (vacDot k) 0 / 2 * h1 - vacDot k 0 / 2 * h2 - A / 2 * hw
    · linear_combination vac k 0 / 2 * h2 - deriv (vac k) 0 / 2 * h1 - B / 2 * hw
  · rintro ⟨hA, hB⟩
    rw [hA, hB]
    constructor
    · linear_combination a / 2 * hw
    · linear_combination b / 2 * hw

end

end FilmVacuumBasis
```

```lean
#print axioms FilmVacuumBasis.hasDerivAt_energy
-- 'FilmVacuumBasis.hasDerivAt_energy' depends on axioms: [propext, Classical.choice, Quot.sound]
#print axioms FilmVacuumBasis.schrodinger
-- 'FilmVacuumBasis.schrodinger' depends on axioms: [propext, Classical.choice, Quot.sound]
#print axioms FilmVacuumBasis.vacuum_basis
-- 'FilmVacuumBasis.vacuum_basis' depends on axioms: [propext, Classical.choice, Quot.sound]
#print axioms FilmVacuumBasis.boundary_matching
-- 'FilmVacuumBasis.boundary_matching' depends on axioms: [propext, Classical.choice, Quot.sound]
```

## Two functions on the vacuum half-line

The vacuum occupies $z\ge 0$, with the film below it. `vac k z` is $u(z)$, and `vacDot k z` is

$$v(z)=-\frac1k\,\frac{\partial u}{\partial k}(z),$$

written in Lean with a derivative in $k$ at fixed $z$. In `wronskian f g z` the derivatives are taken in $z$, and the sign convention is $fg'-f'g$. A prime means a $z$-derivative throughout.

The theorem `vacuum_basis` says that for every real $k>0$

$$\int_0^\infty u^2\,dz=1,\qquad \int_0^\infty uv\,dz=0,\qquad \int_0^\infty v^2\,dz=\frac1{4k^4},$$

and that $uv'-u'v=2e^{-2kz}$ for every real $z$. The domain `Ioi 0` is the open half-line, which gives the same integrals as the closed one. The companion theorem `wronskian_vac` adds that the Wronskian equals 2 if and only if $z=0$.

The hypothesis `hk : 0 < k` says that the energy of the motion along the surface normal lies below the vacuum level, so that the wave function decays. Assuming only $k\ge 0$ would not be enough: at $k=0$ the function $u$ vanishes identically and its norm is 0.

## What the model keeps of a film calculation

In the film version of LAPW, the basis functions in the vacuum are combinations of a solution $u$ at a fixed energy parameter and its energy derivative $v$, joined to the interstitial plane waves in value and slope. The results here give the overlaps and matching coefficients of such a pair in closed form for a flat vacuum potential, and so can serve as a test case for code that integrates the vacuum functions numerically.

The zero of energy is the vacuum level, and the units are Hartree units, so $E=-k^2/2$. This $E$ belongs to the motion along $z$ alone; the kinetic energy parallel to the surface has already been subtracted. The file treats one surface and one such $z$-dependence, with real coefficients. A vacuum potential whose average over planes parallel to the surface varies with $z$ would change $u$ and $v$, and the explicit expressions in $k$ given here would then no longer apply as they stand.

## From the decay constant to the energy

Since $\dfrac{d}{dk}\sqrt{2k}=\dfrac{1}{\sqrt{2k}}=\dfrac{\sqrt{2k}}{2k}$, the product rule gives

$$\frac{\partial u}{\partial k}=\Big(\frac1{2k}-z\Big)u,\qquad\text{hence}\qquad v=\Big(\frac zk-\frac1{2k^2}\Big)u .$$

These are `hasDerivAt_decay` and `vacDot_eq`. From $E=-k^2/2$ we have $dE/dk=-k$, so $dk/dE=-1/k$ and

$$\frac{\partial u}{\partial E}=\frac{dk}{dE}\,\frac{\partial u}{\partial k}=-\frac1k\,\frac{\partial u}{\partial k}=v .$$

`hasDerivAt_energy` proves this by writing the decay constant as $\sqrt{-2E}$ and applying the chain rule at $E=-k^2/2$. It confirms that the prefactor $-1/k$ in the definition of $v$ is the right one for Hartree units.

## Slopes and the equations that $u$ and $v$ solve

Differentiating in $z$ gives

$$u'=-ku,\qquad v'=\frac uk+\Big(\frac zk-\frac1{2k^2}\Big)(-ku)=\frac uk-kv .$$

`hasDerivAt_height` proves both. For $v$ it differentiates the explicit product and then transfers the result to `vacDot`, because the two functions agree everywhere. A second differentiation gives

$$u''=k^2u,\qquad v''=\frac{u'}k-kv'=-u-u+k^2v=k^2v-2u,$$

and therefore

$$-\tfrac12u''+\tfrac{k^2}2u=0,\qquad -\tfrac12v''+\tfrac{k^2}2v=u .$$

This is the theorem `schrodinger`. The first equation is the Schrödinger equation at energy $-k^2/2$ in a flat vacuum. The second is what one gets by differentiating the first with respect to energy.

## Why the Wronskian decays

Inserting the slopes,

$$uv'-u'v=u\Big(\frac uk-kv\Big)+kuv=\frac{u^2}k=2e^{-2kz},$$

where the last step uses $u^2=2k\,e^{-2kz}$, the lemma `vac_sq`. In `wronskian_vac` the slopes are substituted by `rw`, and `linear_combination` then uses `vac_sq` divided by $k$, together with $k\,k^{-1}=1$. If the Wronskian equals 2, then $e^{-2kz}=1$, so $kz=0$ and, because $k\neq0$, $z=0$. The converse is immediate.

A constant Wronskian would be correct for two solutions of the first equation, which has no first-derivative term. Here $v$ has $u$ as its source, and the second derivatives above give $(uv'-u'v)'=uv''-u''v=-2u^2$.

## All overlaps from three moments

The three integrals are special cases of one formula, `overlap`, for real $A,B,C,D$:

$$\int_0^\infty (Au+Bv)(Cu+Dv)\,dz=AC+\frac{BD}{4k^4}.$$

To derive it, set $p=A-\dfrac{B}{2k^2}$ and $q=C-\dfrac{D}{2k^2}$. Then $Au+Bv=(p+Bz/k)\,u$ and $Cu+Dv=(q+Dz/k)\,u$, so the integrand is

$$2k\Big[pq+\frac{pD+qB}{k}\,z+\frac{BD}{k^2}\,z^2\Big]e^{-2kz}.$$

With the moments $\int_0^\infty z^n e^{-2kz}\,dz=n!/(2k)^{n+1}$ for $n=0,1,2$, the integral becomes

$$pq+\frac{pD+qB}{2k^2}+\frac{BD}{2k^4}.$$

The first two terms expand to

$$pq=AC-\frac{AD+BC}{2k^2}+\frac{BD}{4k^4},\qquad \frac{pD+qB}{2k^2}=\frac{AD+BC}{2k^2}-\frac{BD}{2k^4}.$$

In the sum the mixed terms cancel and $AC+BD/(4k^4)$ remains.

The Lean proof follows the same route. The statement `m` obtains the moments from Mathlib's Gamma-function integral, `e` rewrites the integrand as the quadratic polynomial times the exponential, and `field_simp` with `ring` does the final algebra. Lean assigns the value 0 to the integral of a non-integrable function; a positive moment therefore shows that its integrand is integrable, which is the argument in `i`, while the vanishing overlap of $u$ and $v$ is stated together with its integrability.

`vacuum_basis` then chooses the coefficients $(A,B,C,D)$ as $(1,0,1,0)$ for the norm of $u$, $(1,0,0,1)$ for the orthogonality and $(0,1,0,1)$ for the norm of $v$.

## Matching value and slope at the film surface

Suppose that the wave function arrives at $z=0$ with value $a$ and slope $b$. The vacuum combination $Au+Bv$ joins it smoothly when

$$Au(0)+Bv(0)=a,\qquad Au'(0)+Bv'(0)=b .$$

The determinant of this linear system is the boundary Wronskian $u(0)v'(0)-u'(0)v(0)=2$, so Cramer's rule gives

$$A=\frac{a\,v'(0)-b\,v(0)}2,\qquad B=\frac{b\,u(0)-a\,u'(0)}2 .$$

The boundary values follow from the formulas above:

$$u(0)=\sqrt{2k},\quad u'(0)=-k\sqrt{2k},\quad v(0)=-\frac{\sqrt{2k}}{2k^2},\quad v'(0)=\frac{3\sqrt{2k}}{2k}.$$

They give $3-1=2$ for the determinant, as they should.

`boundary_matching` states the equivalence in both directions: these coefficients satisfy the two conditions, and no others do. Its proof takes the value 2 from `wronskian_vac` at $z=0$. The forward direction combines the two matching equations with the weights of Cramer's rule, and the reverse direction substitutes the coefficients back.

At a matching plane $z_0\neq0$, with $u$ still normalised on $[0,\infty)$, the same formulas hold once $a$, $b$ and the values and slopes of $u$ and $v$ are all taken at $z_0$ and the denominator 2 is replaced by $2e^{-2kz_0}$.
